# On sites that affinely span space, the least-squares charge correction to a given total charge and dipole is unique and affine in position

## Charges, moments and the quantity to be minimised

A molecule is represented by point charges qᵢ at fixed sites rᵢ. Reference charges cᵢ are already available, for example from a population analysis of an electron density, but their total charge or dipole differs from the wanted values Q and p. The problem is to change the charges as little as possible, in the least-squares sense, so that both moments come out right.

The finite type `ι` labels the sites, and `V` is the space that they lie in, a real inner product space such as ℝ³. A set of charges is a function `ι → ℝ`, with no restriction on sign or size.

In Lean 4 with Mathlib:

```lean
import Mathlib

open Finset

namespace MomentConstrainedChargeFit

noncomputable section

variable {ι V : Type*} [Fintype ι] [NormedAddCommGroup V] [InnerProductSpace ℝ V]
```

The total charge is the plain sum ∑ᵢ qᵢ.

```lean
/-- The total charge of the site charges `q`. -/
def totalCharge (q : ι → ℝ) : ℝ := ∑ i, q i
```

The dipole is ∑ᵢ qᵢ rᵢ, so for a neutral molecule with a nonzero dipole it points from the centre of the negative charge to that of the positive charge. It is taken about the origin of `V`, and for a charged molecule its value depends on where that origin lies. The target p must refer to the same origin.

```lean
/-- The dipole moment of charges `q` at the sites `r`, taken about the origin. -/
def dipole (r : ι → V) (q : ι → ℝ) : V := ∑ i, q i • r i
```

The cost of a change is ∑ᵢ (qᵢ − cᵢ)², with equal weight on every site. In `deviation c q` the reference comes first.

```lean
/-- The sum of squared deviations of the charges `q` from the reference charges `c`. -/
def deviation (c q : ι → ℝ) : ℝ := ∑ i, (q i - c i) ^ 2
```

## The form suggested by Lagrange multipliers

Introduce a number b for the charge constraint and a vector m for the dipole constraint, and make

L = ∑ᵢ (qᵢ − cᵢ)² − 2b (∑ᵢ qᵢ − Q) − 2⟨m, ∑ᵢ qᵢ rᵢ − p⟩

stationary in each qᵢ. This gives

qᵢ = cᵢ + b + ⟨m, rᵢ⟩.

The correction is an affine function of position: a uniform shift plus a linear gradient. The vector m is a charge per length and should not be read as a dipole moment.

```lean
/-- The charge correction `b + ⟨m, r i⟩`, an affine function of the site position. -/
def affineCorrection (r : ι → V) (b : ℝ) (m : V) : ι → ℝ :=
  fun i => b + inner ℝ m (r i)
```

Stationarity only suggests the answer. What has to be shown is that charges of this form meet the constraints for some b and m, and that they are then the only minimiser. The predicate below says what a minimiser is, without reference to multipliers: `q` has both moments, and no other charges with these moments deviate less from `c`.

```lean
/-- The charges `q` have total charge `Q` and dipole `p`, and deviate from `c` no more than
any other charges with these two moments. -/
def IsMomentFit (r : ι → V) (c : ι → ℝ) (Q : ℝ) (p : V) (q : ι → ℝ) : Prop :=
  totalCharge q = Q ∧ dipole r q = p ∧
    ∀ q', totalCharge q' = Q → dipole r q' = p → deviation c q ≤ deviation c q'
```

## Linear equations for b and m

Write aᵢ = b + ⟨m, rᵢ⟩ for the correction and N for the number of sites. Its two moments are

∑ᵢ aᵢ = N b + ⟨m, ∑ᵢ rᵢ⟩

∑ᵢ aᵢ rᵢ = b ∑ᵢ rᵢ + ∑ᵢ ⟨m, rᵢ⟩ rᵢ.

Both are linear in (b, m). The map from (b, m) to this pair is called `responseMap`; the name has nothing to do with polarisability. The two proof fields check additivity and scaling, term by term in the sums.

```lean
/-- The linear map from the multipliers `(b, m)` to the total charge and dipole of the
affine correction they define. -/
def responseMap (r : ι → V) : ℝ × V →ₗ[ℝ] ℝ × V where
  toFun w := (totalCharge (affineCorrection r w.1 w.2), dipole r (affineCorrection r w.1 w.2))
  map_add' x y := by
    apply Prod.ext
    · simp only [totalCharge, affineCorrection, Prod.fst_add, Prod.snd_add, inner_add_left,
        ← sum_add_distrib]
      exact sum_congr rfl fun i _ => by ring
    · simp only [dipole, affineCorrection, Prod.fst_add, Prod.snd_add, inner_add_left,
        ← sum_add_distrib]
      exact sum_congr rfl fun i _ => by module
  map_smul' a x := by
    apply Prod.ext
    · simp only [totalCharge, affineCorrection, Prod.smul_fst, Prod.smul_snd, smul_eq_mul,
        real_inner_smul_left, RingHom.id_apply, mul_sum]
      exact sum_congr rfl fun i _ => by ring
    · simp only [dipole, affineCorrection, Prod.smul_fst, Prod.smul_snd, smul_eq_mul,
        real_inner_smul_left, RingHom.id_apply, smul_sum]
      exact sum_congr rfl fun i _ => by module
```

Now let xᵢ be any charges on the same sites. Multiplying by aᵢ and summing gives

∑ᵢ aᵢ xᵢ = b ∑ᵢ xᵢ + ⟨m, ∑ᵢ xᵢ rᵢ⟩.

An affine correction therefore sees x only through its total charge and dipole. In particular, it is orthogonal to every x for which both vanish.

```lean
/-- The sum over sites of an affine correction times charges `x` depends on `x` only through
its total charge and dipole. -/
theorem affineCorrection_pairing (r : ι → V) (b : ℝ) (m : V) (x : ι → ℝ) :
    ∑ i, affineCorrection r b m i * x i = b * totalCharge x + inner ℝ m (dipole r x) := by
  simp only [affineCorrection, totalCharge, dipole, inner_sum, real_inner_smul_right,
    mul_sum, ← sum_add_distrib]
  exact sum_congr rfl fun i _ => by ring
```

## Spanning sites determine b and m

Suppose that the correction a has zero total charge and zero dipole. Putting x = a in the last identity gives

∑ᵢ aᵢ² = b · 0 + ⟨m, 0⟩ = 0,

so aᵢ = 0 at every site. The function f(x) = b + ⟨m, x⟩ thus vanishes at all rᵢ. If it vanishes at points u, v and y, it also vanishes at α(u − v) + y for every real α, because

f(α(u − v) + y) = α f(u) − α f(v) + f(y) = 0.

When the sites affinely span the space, every point can be reached from them by repeating this step, so f is zero everywhere. Then f(0) = 0 gives b = 0, and f(m) = 0 gives ⟨m, m⟩ = 0, hence m = 0. A linear map that sends only zero to zero is injective.

The spanning condition is `affineSpan ℝ (Set.range r) = ⊤`. In three dimensions it says that the sites do not all lie in one plane, which takes at least four of them. The induction `affineSpan_induction` carries out the passage from the sites to all of space.

```lean
/-- If the sites affinely span the space, distinct multipliers `(b, m)` give corrections
with distinct pairs of total charge and dipole. -/
theorem responseMap_injective {r : ι → V} (hr : affineSpan ℝ (Set.range r) = ⊤) :
    Function.Injective (responseMap r) := by
  rw [injective_iff_map_eq_zero]
  intro w hw
  have h1 : totalCharge (affineCorrection r w.1 w.2) = 0 := congrArg Prod.fst hw
  have h2 : dipole r (affineCorrection r w.1 w.2) = 0 := congrArg Prod.snd hw
  -- a correction without moments is orthogonal to itself, so it vanishes at every site
  have hs := affineCorrection_pairing r w.1 w.2 (affineCorrection r w.1 w.2)
  rw [h1, h2, mul_zero, inner_zero_right, add_zero] at hs
  have hz : ∀ i, w.1 + inner ℝ w.2 (r i) = 0 := fun i =>
    mul_self_eq_zero.mp
      ((sum_eq_zero_iff_of_nonneg (fun j _ => mul_self_nonneg _)).mp hs i (mem_univ i))
  -- and then, by the spanning condition, everywhere in space
  have h : ∀ x : V, w.1 + inner ℝ w.2 x = 0 := by
    intro x
    have hx : x ∈ affineSpan ℝ (Set.range r) := by
      rw [hr]
      exact AffineSubspace.mem_top ℝ V x
    refine affineSpan_induction hx ?_ ?_
    · rintro _ ⟨i, rfl⟩
      exact hz i
    · intro a u v y hu hv hy
      replace hu : w.1 + inner ℝ w.2 u = 0 := hu
      replace hv : w.1 + inner ℝ w.2 v = 0 := hv
      replace hy : w.1 + inner ℝ w.2 y = 0 := hy
      simp only [vsub_eq_sub, vadd_eq_add, inner_add_right, real_inner_smul_right,
        inner_sub_right]
      linear_combination a * hu - a * hv + hy
  have hb : w.1 = 0 := by
    have h0 := h 0
    rwa [inner_zero_right, add_zero] at h0
  have hm : w.2 = 0 := by
    have h0 := h w.2
    rw [hb, zero_add] at h0
    exact inner_self_eq_zero.mp h0
  exact Prod.ext hb hm
```

The map takes ℝ × V to itself. In finite dimension an injective linear map of this kind is also surjective, so there are b and m whose correction supplies exactly the missing moments:

∑ᵢ aᵢ = Q − ∑ᵢ cᵢ

∑ᵢ aᵢ rᵢ = p − ∑ᵢ cᵢ rᵢ.

Adding a to c then gives charges with total charge Q and dipole p.

```lean
/-- If the sites affinely span the space, some affine correction brings the reference
charges to any prescribed total charge and dipole. -/
theorem exists_affineCorrection [FiniteDimensional ℝ V] {r : ι → V}
    (hr : affineSpan ℝ (Set.range r) = ⊤) (c : ι → ℝ) (Q : ℝ) (p : V) :
    ∃ b m, totalCharge (c + affineCorrection r b m) = Q ∧
      dipole r (c + affineCorrection r b m) = p := by
  obtain ⟨w, hw⟩ := LinearMap.injective_iff_surjective.mp (responseMap_injective hr)
    (Q - totalCharge c, p - dipole r c)
  have h1 : totalCharge (affineCorrection r w.1 w.2) = Q - totalCharge c :=
    congrArg Prod.fst hw
  have h2 : dipole r (affineCorrection r w.1 w.2) = p - dipole r c := congrArg Prod.snd hw
  refine ⟨w.1, w.2, ?_, ?_⟩
  · have h : totalCharge (c + affineCorrection r w.1 w.2)
        = totalCharge c + totalCharge (affineCorrection r w.1 w.2) := by
      simp only [totalCharge, Pi.add_apply, sum_add_distrib]
    rw [h, h1, add_sub_cancel]
  · have h : dipole r (c + affineCorrection r w.1 w.2)
        = dipole r c + dipole r (affineCorrection r w.1 w.2) := by
      simp only [dipole, Pi.add_apply, add_smul, sum_add_distrib]
    rw [h, h2, add_sub_cancel]
```

## A Pythagorean identity for charges

Let q = c + a be these charges, and let q′ be any others with the same two moments. Expanding the square at each site,

∑ᵢ (q′ᵢ − cᵢ)² = ∑ᵢ (qᵢ − cᵢ)² + ∑ᵢ (q′ᵢ − qᵢ)² + 2 ∑ᵢ aᵢ (q′ᵢ − qᵢ).

The difference q′ − q has neither total charge nor dipole, so the last sum is zero by the orthogonality found above. In the code, `key` is the expansion and `h` the vanishing of the cross term.

```lean
/-- Pythagoras for charge fitting: if `q` is `c` plus an affine correction and `q'` has the same
total charge and dipole as `q`, the squared deviations from `c` to `q` and from `q` to `q'` add up
to the squared deviation from `c` to `q'`. -/
theorem deviation_pythagoras {r : ι → V} {c q q' : ι → ℝ} {b : ℝ} {m : V}
    (hq : q = c + affineCorrection r b m) (hQ : totalCharge q' = totalCharge q)
    (hp : dipole r q' = dipole r q) :
    deviation c q' = deviation c q + deviation q q' := by
  have h1 : totalCharge (q' - q) = 0 := by
    simp only [totalCharge, Pi.sub_apply, sum_sub_distrib]
    exact sub_eq_zero.mpr hQ
  have h2 : dipole r (q' - q) = 0 := by
    simp only [dipole, Pi.sub_apply, sub_smul, sum_sub_distrib]
    exact sub_eq_zero.mpr hp
  -- the cross term vanishes
  have h := affineCorrection_pairing r b m (q' - q)
  rw [h1, h2, mul_zero, inner_zero_right, add_zero] at h
  have key : deviation c q' = deviation c q + deviation q q'
      + 2 * ∑ i, affineCorrection r b m i * (q' - q) i := by
    simp only [deviation, mul_sum, ← sum_add_distrib, Pi.sub_apply]
    refine sum_congr rfl fun i _ => ?_
    have hi : q i = c i + affineCorrection r b m i := congrFun hq i
    linear_combination 2 * (q' i - q i) * hi
  rw [key, h, mul_zero, add_zero]
```

## Exactly one fit

The identity settles both remaining questions. Since ∑ᵢ (q′ᵢ − qᵢ)² ≥ 0, no admissible q′ deviates less from c than q does. If q′ is a minimiser too, this sum must be zero, so q′ᵢ = qᵢ at every site.

The pair (b, m) is also unique. Two pairs that give the same correction give the same moments, and `responseMap` is injective.

The theorem states this for any finite-dimensional `V`, any sites that satisfy the spanning condition, and any `c`, `Q` and `p`. Its three parts say that `q` is a fit, that every fit equals `q`, and that exactly one pair `w`, standing for (b, m), writes `q` as `c` plus an affine correction. With the smallest possible number of sites, four in ℝ³, the constraints alone already fix the charges, and the minimisation has nothing left to choose.

```lean
/-- For sites that affinely span the space, exactly one set of charges is closest to `c` at
total charge `Q` and dipole `p`. It equals `c i + b + ⟨m, r i⟩` for exactly one pair
`(b, m)`. -/
theorem existsUnique_momentFit [FiniteDimensional ℝ V] {r : ι → V}
    (hr : affineSpan ℝ (Set.range r) = ⊤) (c : ι → ℝ) (Q : ℝ) (p : V) :
    ∃ q, IsMomentFit r c Q p q ∧ (∀ q', IsMomentFit r c Q p q' → q' = q) ∧
      ∃! w : ℝ × V, q = c + affineCorrection r w.1 w.2 := by
  obtain ⟨b, m, hQ, hp⟩ := exists_affineCorrection hr c Q p
  refine ⟨c + affineCorrection r b m, ⟨hQ, hp, ?_⟩, ?_, (b, m), rfl, ?_⟩
  · intro q' hQ' hp'
    rw [deviation_pythagoras rfl (hQ'.trans hQ.symm) (hp'.trans hp.symm)]
    exact le_add_of_nonneg_right (sum_nonneg fun i _ => sq_nonneg _)
  · -- a second minimiser has zero deviation from the first
    rintro q' ⟨hQ', hp', hmin⟩
    have h1 := hmin _ hQ hp
    rw [deviation_pythagoras rfl (hQ'.trans hQ.symm) (hp'.trans hp.symm)] at h1
    have h2 : deviation (c + affineCorrection r b m) q' = 0 :=
      le_antisymm (by linarith) (sum_nonneg fun i _ => sq_nonneg _)
    funext i
    exact sub_eq_zero.mp (pow_eq_zero_iff two_ne_zero |>.mp
      ((sum_eq_zero_iff_of_nonneg (fun j _ => sq_nonneg _)).mp h2 i (mem_univ i)))
  · intro w hw
    have h : affineCorrection r b m = affineCorrection r w.1 w.2 := add_left_cancel hw
    apply responseMap_injective hr
    change (totalCharge (affineCorrection r w.1 w.2), dipole r (affineCorrection r w.1 w.2))
      = (totalCharge (affineCorrection r b m), dipole r (affineCorrection r b m))
    rw [h]
```

For electronic structure and force fields, this gives a definite way to make the atomic charges of a finite molecule carry a computed total charge and dipole, within a model of one point charge per site. That such charges also reproduce the electrostatic potential around the molecule is a separate physical assumption.

## Planar molecules and unattainable dipoles

The spanning condition is exactly what makes every target attainable. To see that it is needed, take any point x and ask for total charge 1 and dipole x. Charges that achieve this satisfy

∑ᵢ qᵢ = 1, x = ∑ᵢ qᵢ rᵢ,

which writes x as an affine combination of the sites. If this works for every x, the sites span the space. The other direction is the existence result above with c = 0.

```lean
/-- Every pair of total charge and dipole can be realised by charges on the sites if and
only if the sites affinely span the space. -/
theorem attainable_iff_span [FiniteDimensional ℝ V] (r : ι → V) :
    (∀ (Q : ℝ) (p : V), ∃ q, totalCharge q = Q ∧ dipole r q = p) ↔
      affineSpan ℝ (Set.range r) = ⊤ := by
  constructor
  · intro h
    rw [eq_top_iff]
    intro x _
    -- unit charge with dipole `x` writes `x` as an affine combination of sites
    obtain ⟨q, h1, hx⟩ := h 1 x
    have h1' : ∑ i ∈ univ, q i = 1 := h1
    have hmem := affineCombination_mem_affineSpan h1' r
    rw [Finset.affineCombination_eq_linear_combination _ _ _ h1'] at hmem
    rw [← hx]
    exact hmem
  · intro hr Q p
    obtain ⟨b, m, hQ, hp⟩ := exists_affineCorrection hr 0 Q p
    exact ⟨_, hQ, hp⟩
```

Water and benzene, with charges on the nuclei only, therefore fail the condition in ℝ³: charges in a plane through the origin produce no dipole perpendicular to it. The theorem applies to them once `V` is taken to be the molecular plane, with the origin in that plane and p a vector in it.

## The uniform shift with the origin at the centroid

If ∑ᵢ rᵢ = 0, the gradient term adds nothing to the total charge, and

Q = ∑ᵢ cᵢ + N b, so b = (Q − ∑ᵢ cᵢ) / N.

The missing charge is shared equally among the sites, and m only moves charge between them. This uses the charge constraint alone and needs no spanning condition.

```lean
/-- With the origin at the centroid of a nonempty set of sites, the constant `b` in an affine
correction that brings `c` to total charge `Q` is the missing charge divided by the number
of sites. -/
theorem uniform_shift_of_centred [Nonempty ι] {r : ι → V} (h0 : ∑ i, r i = 0)
    {c : ι → ℝ} {Q b : ℝ} {m : V} (hQ : totalCharge (c + affineCorrection r b m) = Q) :
    b = (Q - totalCharge c) / Fintype.card ι := by
  have h : ∑ i, inner ℝ m (r i) = 0 := by rw [← inner_sum, h0, inner_zero_right]
  have hN : (Fintype.card ι : ℝ) ≠ 0 := Nat.cast_ne_zero.mpr Fintype.card_ne_zero
  simp only [totalCharge, Pi.add_apply, affineCorrection, sum_add_distrib, h, sum_const,
    card_univ, nsmul_eq_mul, add_zero] at hQ
  rw [eq_div_iff hN]
  simp only [totalCharge]
  linear_combination hQ

end

end MomentConstrainedChargeFit
```

## The fit in an actual calculation

A program can first move the origin to the centroid r̄ of the sites, which replaces the target dipole p by p − Q r̄. It then obtains b from the formula above and m from

∑ᵢ ⟨m, rᵢ⟩ rᵢ = p − ∑ᵢ cᵢ rᵢ,

where rᵢ and p now refer to the new origin. For a non-planar molecule in ℝ³ this is a symmetric 3 × 3 linear system with exactly one solution, whatever the number of atoms. If the sites lie in a plane or on a line, the 3 × 3 matrix is singular, and the equations are written within that plane or line instead, with p in it.

Take three sites on a line at −1, 0 and 1, with reference charges 0.3, −0.5 and 0.3, and targets Q = 0 and p = 0.2. The reference charges sum to 0.1 and have no dipole. Hence b = −0.1/3 ≈ −0.033, and 2m = 0.2 gives m = 0.1. The fitted charges are approximately 0.167, −0.533 and 0.367. They sum to zero, and their dipole is 0.367 − 0.167 = 0.2.

```lean
#print axioms MomentConstrainedChargeFit.exists_affineCorrection
#print axioms MomentConstrainedChargeFit.existsUnique_momentFit
#print axioms MomentConstrainedChargeFit.attainable_iff_span
#print axioms MomentConstrainedChargeFit.uniform_shift_of_centred
```

```
'MomentConstrainedChargeFit.exists_affineCorrection' depends on axioms: [propext, Classical.choice, Quot.sound]
'MomentConstrainedChargeFit.existsUnique_momentFit' depends on axioms: [propext, Classical.choice, Quot.sound]
'MomentConstrainedChargeFit.attainable_iff_span' depends on axioms: [propext, Classical.choice, Quot.sound]
'MomentConstrainedChargeFit.uniform_shift_of_centred' depends on axioms: [propext, Classical.choice, Quot.sound]
```
